# Adding a real multiple of v v† to a Hermitian matrix keeps it Hermitian

The lemma `separableH_hermitian` says that if a complex matrix H₀ is Hermitian, then so is H₀ + c v v†, for any complex vector v and any real coupling c. In physics, this means that a Hamiltonian matrix stays Hermitian when a separable term of real strength is added to it. The vector need not be normalised, so v v† is in general not a projector: for a finite index set and nonzero v, it is ‖v‖² times the projector onto the direction of v. The lemma itself does not require the index set to be finite. The proof uses `h.add`, which says that a sum of Hermitian matrices is Hermitian, and then checks the added term entry by entry with `simp`.

In Lean, a first try:

```lean
import Mathlib

open Matrix
open scoped ComplexOrder ComplexConjugate

namespace SeparableGroundEnergy

noncomputable section

variable {n : Type*} [Fintype n] [DecidableEq n]

/-- The separable Hamiltonian `H0 + c v v^H` with one projector `v` and coupling `c`. -/
def separableH (H0 : Matrix n n ℂ) (v : n → ℂ) (c : ℝ) : Matrix n n ℂ :=
  H0 + (c : ℂ) • vecMulVec v (star v)

omit [Fintype n] [DecidableEq n] in
private lemma separableH_hermitian {H0 : Matrix n n ℂ} (h : H0.IsHermitian) (v : n → ℂ)
    (c : ℝ) : (separableH H0 v c).IsHermitian :=
  h.add (Matrix.IsHermitian.ext fun i j => by
    simp [vecMulVec_apply, mul_comm, mul_left_comm])

end

end SeparableGroundEnergy
```

The error:

```
Main.lean:19:43: error: unsolved goals
n : Type u_1
H0 : Matrix n n ℂ
h : H0.IsHermitian
v : n → ℂ
c : ℝ
i j : n
⊢ v i * ↑c * (starRingEnd ℂ) (v j) = v i * (↑c * (starRingEnd ℂ) (v j))
```

The change, after which it compiles:

```diff
@@ -18,5 +18,6 @@
     (c : ℝ) : (separableH H0 v c).IsHermitian :=
   h.add (Matrix.IsHermitian.ext fun i j => by
-    simp [vecMulVec_apply, mul_comm, mul_left_comm])
+    simp [vecMulVec_apply, mul_comm, mul_left_comm]
+    ring)
 
 end
```

Diagnosis. The error says that `simp` left a goal unproved. Both sides of that goal are the product of `v i`, `c` and the conjugate of `v j`, in the same order, and only the brackets differ: (v i · c) · conj(v j) on the left, v i · (c · conj(v j)) on the right.

The call gives `simp` the lemmas `mul_comm` and `mul_left_comm`, which reorder factors, but not `mul_assoc`, which would move the brackets. `simp` applies such reordering lemmas only when the result comes earlier in a fixed ordering of terms, so that it does not swap factors for ever. Here it stopped with the two sides still bracketed differently.

The repair adds `ring` after `simp`. `ring` proves identities that follow from the laws of commutative rings, including associativity, and it treats the conjugate of `v j` as a single unknown quantity. That is enough to close the remaining goal.
